# A Lattice $\mathbb Z_2$ Integer Keeps Its Parity under Mirror Gauges That Agree at the Fixed Sites

One way to compute the $\mathbb Z_2$ index of a two-dimensional time-reversal-invariant insulator on a momentum mesh is to diagonalise the Hamiltonian at each mesh point of half the Brillouin zone, impose time-reversal symmetry on the states of the two boundary rows, and add up link and plaquette phases. The states still carry phases that the diagonaliser chose arbitrarily. For non-interacting bands on a finite mesh, the result below says which changes of phase, among those that obey a mirror rule on the boundary rows, leave the parity of the computed integer unchanged.

## The integer and its parity by hand

Let $x\in\mathbb Z/n$ run around a cylinder and $y=0,\dots,N$ along it. Unit complex numbers $U_x(x,y)$ and $U_y(x,y)$ sit on the links from $(x,y)$ to $(x+1,y)$ and to $(x,y+1)$. In the band problem they are normalised determinants of overlaps between neighbouring sets of occupied states. The plaquette product is
$$P(x,y)=U_x(x,y)\,U_y(x+1,y)\,U_x(x,y+1)^{-1}\,U_y(x,y)^{-1}.$$
With $\arg\in(-\pi,\pi]$, put
$$R_y=\sum_x\arg U_x(x,y),\qquad F=\sum_{y<N}\sum_x\arg P(x,y),\qquad D=\frac{R_0-R_N-F}{2\pi}.$$

**$D$ is an integer.** Since $e^{i\arg u}=u$ for unit $u$, we have $e^{iR_y}=W_y$ with $W_y=\prod_xU_x(x,y)$. In $\prod_xP(x,y)$ the vertical links cancel around the ring, which leaves $W_yW_{y+1}^{-1}$. Multiplying over $y<N$ gives $e^{iF}=W_0W_N^{-1}$, hence $e^{2\pi iD}=1$.

**Half rows.** Now let $n=2L$ and let the boundary rows $y=0,N$ obey $U_x(-x-1,y)=U_x(x,y)$. The sites stand for mesh momenta, and the sites $0$ and $L$ are fixed by $x\mapsto-x$. In the band problem the links obey this relation when the states at $-x$ on such a row are the time-reversed states at $x$ for every other $x$, and the states at the two fixed sites are arranged in Kramers pairs, each made of a state and its time reverse. The reflection pairs link $k$ with link $2L-1-k$, so $R_y=2\sum_{k<L}\arg U_x(k,y)$ and
$$e^{iR_y/2}=H_y,\qquad H_y=\prod_{k=0}^{L-1}U_x(k,y).$$

**Gauge change.** Unit numbers $g(x,y)$ change the links to $U_x'(x,y)=g(x,y)^{-1}U_x(x,y)\,g(x+1,y)$, and likewise for $U_y$. In the band problem $g(x,y)$ is the determinant of a change of basis of the occupied states at $(x,y)$. Each plaquette product is unchanged, because the factors at its corners cancel. Thus $F$ is the same real number, and $F/2$ is unambiguous.

Suppose $g(-x,y)=g(x,y)^{-1}$ on the boundary rows. Then
$$U_x'(-x-1,y)=g(x+1,y)\,U_x(x,y)\,g(x,y)^{-1}=U_x'(x,y),$$
so the new rows are mirror symmetric too. Their half-row products telescope to $H_y'=s_yH_y$ with $s_y=g(0,y)^{-1}g(L,y)$. From $e^{i\pi D}=H_0H_N^{-1}e^{-iF/2}$ it follows that
$$e^{i\pi D'}=\frac{s_0}{s_N}\,e^{i\pi D}.$$
The parity is therefore preserved exactly when $s_0=s_N$. Taking $g(0,y)=g(L,y)$ on both boundary rows is enough, and in particular $g(0,y)=g(L,y)=1$. That value stands for a property of Kramers pairs: at a momentum equal to its own negative, a change of basis that keeps the pairs in time-reversed form has determinant 1.

## Six links and a sign flip

The link values in this section are chosen to show the arithmetic and are not derived from a band Hamiltonian. Take $L=N=1$. Let both horizontal links be $i$ on row 0 and $1$ on row 1, with $U_y(0,0)=1$ and $U_y(1,0)=e^{3\pi i/4}$. Then $R_0=\pi$ and $R_1=0$. The plaquette phases are $\pi/2+3\pi/4$, which folds back to $-3\pi/4$, and $\pi/2-3\pi/4=-\pi/4$. So $F=-\pi$ and $D=(\pi+\pi)/2\pi=1$.

Now take $g(1,0)=-1$ and $g=1$ elsewhere, which is the effect of reversing the sign of just one occupied state at $(1,0)$. This obeys the mirror rule, since $-1$ is its own conjugate, but it violates $g(0,0)=g(L,0)$. Both links on row 0 become $-i$, so $R_0=-\pi$ while $F$ stays at $-\pi$, and $D=0$. The parity has changed.

An admissible gauge can still change $D$ itself. For $L=2$, let the links of row 0 be $e^{3\pi i/4},1,1,e^{3\pi i/4}$, and take $g(1,0)=i$, $g(3,0)=-i$ and $g=1$ elsewhere. Then $R_0$ goes from $3\pi/2$ to $-5\pi/2$, and for $N>0$ the integer drops by 2.

## Links, phases and gauges in Lean

```lean
import Mathlib

open Finset
open scoped Real

namespace LatticeZ2

noncomputable section
```

Links take values in `Circle`, the group of unit complex numbers, where the inverse is complex conjugation.

```lean
/-- Unit complex link variables on a cylinder with `n` sites around:
`ux x y` joins `(x, y)` to `(x+1, y)` and `uy x y` joins `(x, y)` to `(x, y+1)`. -/
structure Links (n : ℕ) where
  ux : ZMod n → ℕ → Circle
  uy : ZMod n → ℕ → Circle
```

Positions around the cylinder lie in `ZMod n`, which builds in periodicity. Rows are indexed by all natural numbers, but `D N` uses only rows $0$ to $N$.

```lean
/-- The oriented product of the four links around the plaquette at `(x, y)`. -/
def Links.plaq {n : ℕ} (U : Links n) (x : ZMod n) (y : ℕ) : Circle :=
  U.ux x y * U.uy (x + 1) y * (U.ux x (y + 1))⁻¹ * (U.uy x y)⁻¹

/-- The sum of the principal link phases around row `y`. -/
def Links.row {n : ℕ} [NeZero n] (U : Links n) (y : ℕ) : ℝ :=
  ∑ x, Complex.arg (U.ux x y : ℂ)

/-- The sum of the principal plaquette phases between rows `0` and `N`. -/
def Links.flux {n : ℕ} [NeZero n] (U : Links n) (N : ℕ) : ℝ :=
  ∑ y ∈ range N, ∑ x, Complex.arg (U.plaq x y : ℂ)

/-- The link phases of row `0` minus those of row `N` minus the plaquette phases between them, in
units of `2π`. -/
def Links.D {n : ℕ} [NeZero n] (U : Links n) (N : ℕ) : ℝ :=
  (U.row 0 - U.row N - U.flux N) / (2 * π)
```

These are $P$, $R_y$, $F$ and $D$. `Complex.arg` is the principal argument in $(-\pi,\pi]$, and `D` is defined as a real number, so that it is an integer has to be proved.

```lean
/-- The links after a gauge change by the unit numbers `g` at the sites. -/
def Links.gauge {n : ℕ} (U : Links n) (g : ZMod n → ℕ → Circle) : Links n where
  ux x y := (g x y)⁻¹ * U.ux x y * g (x + 1) y
  uy x y := (g x y)⁻¹ * U.uy x y * g x (y + 1)

/-- Row `y` has equal links at mirror-image positions. -/
def Links.Mirror {n : ℕ} (U : Links n) (y : ℕ) : Prop :=
  ∀ x, U.ux (-x - 1) y = U.ux x y

/-- On row `y` the gauge takes complex conjugate values at `x` and `-x`. -/
def MirrorGauge {n : ℕ} (g : ZMod n → ℕ → Circle) (y : ℕ) : Prop :=
  ∀ x, g (-x) y = (g x y)⁻¹
```

`Mirror` and `MirrorGauge` state the two symmetry conditions for a single row. They are hypotheses on the links and the gauge and are not derived from a Hamiltonian.

## Integrality from telescoping products

```lean
/-- The exponential of a sum of principal phases is the product of the phase factors. -/
theorem exp_sum_arg {ι : Type*} (s : Finset ι) (f : ι → Circle) :
    Circle.exp (∑ i ∈ s, Complex.arg (f i : ℂ)) = ∏ i ∈ s, f i := by
  classical
  induction s using Finset.induction_on with
  | empty => simp
  | insert a s ha ih =>
    rw [sum_insert ha, prod_insert ha, Circle.exp_add, ih, Circle.exp_arg]
```

Induction over the finite set turns the exponential of a sum of arguments into a product of links.

```lean
/-- Every plaquette product is gauge invariant. -/
theorem plaq_gauge {n : ℕ} (U : Links n) (g : ZMod n → ℕ → Circle) (x : ZMod n) (y : ℕ) :
    (U.gauge g).plaq x y = U.plaq x y := by
  have key : ∀ a b c d p q r s : Circle,
      (p⁻¹ * a * q) * (q⁻¹ * b * r) * (s⁻¹ * c * r)⁻¹ * (p⁻¹ * d * s)⁻¹
        = a * b * c⁻¹ * d⁻¹ := by
    intro a b c d p q r s
    calc _ = (a * b * c⁻¹ * d⁻¹) * (p * p⁻¹) * (q * q⁻¹) * (r * r⁻¹) * (s * s⁻¹) := by
          simp only [mul_inv, inv_inv]
          ac_rfl
      _ = _ := by simp only [mul_inv_cancel, mul_one]
  exact key _ _ _ _ _ _ _ _
```

The local `key` is the cancellation of the four corner factors in a commutative group.

```lean
/-- The exponentiated total plaquette phase is the ratio of the two boundary link products. -/
theorem exp_flux {n : ℕ} [NeZero n] (U : Links n) (N : ℕ) :
    Circle.exp (U.flux N) = (∏ x, U.ux x 0) * (∏ x, U.ux x N)⁻¹ := by
  -- vertical links cancel around each ring of plaquettes
  have ring_prod : ∀ y, ∏ x, U.plaq x y = (∏ x, U.ux x y) * (∏ x, U.ux x (y + 1))⁻¹ := by
    intro y
    have shift : ∏ x, U.uy (x + 1) y = ∏ x, U.uy x y :=
      Equiv.prod_comp (Equiv.addRight (1 : ZMod n)) (fun x => U.uy x y)
    simp only [Links.plaq, prod_mul_distrib, prod_inv_distrib, shift]
    rw [mul_right_comm (∏ x, U.ux x y), mul_inv_cancel_right]
  induction N with
  | zero => simp [Links.flux]
  | succ N ih =>
    unfold Links.flux at ih ⊢
    rw [sum_range_succ, Circle.exp_add, ih, exp_sum_arg, ring_prod]
    group
```

Here `shift` reindexes the vertical links by one site, and `ring_prod` uses it to cancel them. Induction on `N` then telescopes the rows to $W_0W_N^{-1}$.

```lean
/-- The real number `D` is an integer for arbitrary unit links. -/
theorem D_integer {n : ℕ} [NeZero n] (U : Links n) (N : ℕ) : ∃ m : ℤ, U.D N = m := by
  have h : Circle.exp (U.row 0 - U.row N - U.flux N) = Circle.exp 0 := by
    rw [Circle.exp_sub, Circle.exp_sub, exp_flux, Links.row, Links.row, exp_sum_arg,
      exp_sum_arg, ← div_eq_mul_inv, div_self', Circle.exp_zero]
  obtain ⟨m, hm⟩ := Circle.exp_eq_exp.1 h
  refine ⟨m, ?_⟩
  rw [Links.D, hm, zero_add]
  exact mul_div_cancel_right₀ _ (by positivity)
```

No symmetry is assumed, and any positive circumference is allowed. `Circle.exp_eq_exp` converts the equality of exponentials into a difference of $2\pi m$, and division by $2\pi$ gives $D=m$.

## Half rows under a mirror gauge

```lean
/-- On a ring of `2L` links, a mirror-symmetric quantity sums to twice its half-ring sum. -/
theorem sum_mirror {L : ℕ} [NeZero L] (f : ZMod (2 * L) → ℝ) (h : ∀ x, f (-x - 1) = f x) :
    ∑ x, f x = 2 * ∑ k ∈ range L, f (k : ZMod (2 * L)) := by
  have h1 : ∑ x, f x = ∑ k ∈ range (2 * L), f (k : ZMod (2 * L)) := by
    refine Finset.sum_bij' (fun x _ => x.val) (fun k _ => (k : ZMod (2 * L))) ?_ ?_ ?_ ?_ ?_
    · intro x _
      exact mem_range.mpr (ZMod.val_lt x)
    · intro k _
      exact mem_univ _
    · intro x _
      exact ZMod.natCast_zmod_val x
    · intro k hk
      exact ZMod.val_natCast_of_lt (mem_range.mp hk)
    · intro x _
      exact congrArg f (ZMod.natCast_zmod_val x).symm
  -- the second half is the first half read backwards
  have h2 : ∑ k ∈ range L, f ((L + k : ℕ) : ZMod (2 * L))
      = ∑ k ∈ range L, f (k : ZMod (2 * L)) := by
    rw [← sum_range_reflect (fun k : ℕ => f (k : ZMod (2 * L))) L]
    refine sum_congr rfl fun k hk => ?_
    have hk' := mem_range.mp hk
    obtain ⟨m, hm⟩ : ∃ m, m = L - 1 - k := ⟨_, rfl⟩
    have e : ((L + k + m + 1 : ℕ) : ZMod (2 * L)) = 0 := by
      rw [show L + k + m + 1 = 2 * L by omega]
      exact ZMod.natCast_self _
    rw [← hm, ← h (m : ZMod (2 * L))]
    congr 1
    push_cast at e ⊢
    linear_combination e
  rw [h1, show range (2 * L) = range (L + L) by rw [two_mul], sum_range_add, h2]
  ring
```

The sum over `ZMod (2 * L)` is first written over $0,\dots,2L-1$ (`h1`). Then `h2` reads the second half backwards and identifies it with the first half through the mirror rule.

```lean
/-- For a mirror-symmetric row, half the row phase exponentiates to the product of the
links from `0` to `L`. -/
theorem exp_half_row {L : ℕ} [NeZero L] (U : Links (2 * L)) (y : ℕ) (hU : U.Mirror y) :
    Circle.exp (U.row y / 2) = ∏ k ∈ range L, U.ux (k : ZMod (2 * L)) y := by
  have h := sum_mirror (fun x => Complex.arg (U.ux x y : ℂ)) (fun x => by simp only [hU x])
  have h' : U.row y / 2 = ∑ k ∈ range L, Complex.arg (U.ux (k : ZMod (2 * L)) y : ℂ) := by
    unfold Links.row
    linarith
  rw [h', exp_sum_arg]
```

This is $e^{iR_y/2}=H_y$.

```lean
/-- On a mirror-symmetric row, a mirror gauge multiplies the exponentiated half-row phase by `g(0)⁻¹
g(L)`. -/
theorem exp_half_row_gauge {L : ℕ} [NeZero L] (U : Links (2 * L))
    (g : ZMod (2 * L) → ℕ → Circle) (y : ℕ) (hU : U.Mirror y) (hg : MirrorGauge g y) :
    Circle.exp ((U.gauge g).row y / 2)
      = (g 0 y)⁻¹ * g (L : ZMod (2 * L)) y * Circle.exp (U.row y / 2) := by
  -- the transformed row is again mirror symmetric
  have hV : (U.gauge g).Mirror y := by
    intro x
    have h1 : g (-x - 1) y = (g (x + 1) y)⁻¹ := by
      rw [← hg (x + 1), neg_add']
    change (g (-x - 1) y)⁻¹ * U.ux (-x - 1) y * g (-x - 1 + 1) y
      = (g x y)⁻¹ * U.ux x y * g (x + 1) y
    rw [sub_add_cancel, h1, hU x, hg x, inv_inv]
    ac_rfl
  -- interior gauge factors telescope
  have tel : ∀ K : ℕ, ∏ k ∈ range K, (U.gauge g).ux (k : ZMod (2 * L)) y
      = (g 0 y)⁻¹ * g (K : ZMod (2 * L)) y * ∏ k ∈ range K, U.ux (k : ZMod (2 * L)) y := by
    have key : ∀ a b c p u : Circle,
        a⁻¹ * b * p * (b⁻¹ * u * c) = a⁻¹ * c * (p * u) := by
      intro a b c p u
      calc _ = a⁻¹ * c * (p * u) * (b * b⁻¹) := by ac_rfl
        _ = _ := by rw [mul_inv_cancel, mul_one]
    intro K
    induction K with
    | zero => simp
    | succ K ih =>
      rw [prod_range_succ, prod_range_succ, ih, Nat.cast_succ]
      exact key _ _ _ _ _
  rw [exp_half_row _ y hV, exp_half_row U y hU, tel]
```

`hV` shows that the transformed row is again mirror symmetric, so the preceding lemma applies to it as well. `tel` proves the telescoping for every partial product, and the case $K=L$ gives the factor $s_y$.

## The parity criterion and the invariance theorem

```lean
/-- For mirror-symmetric boundary rows, a gauge that obeys the mirror rule on both of them changes
`D` by an even integer exactly when `g(0)⁻¹ g(L)` is the same on the two boundary rows. -/
theorem parity_iff {L : ℕ} [NeZero L] (U : Links (2 * L)) (g : ZMod (2 * L) → ℕ → Circle)
    (N : ℕ) (hU0 : U.Mirror 0) (hUN : U.Mirror N)
    (hg0 : MirrorGauge g 0) (hgN : MirrorGauge g N) :
    (∃ m : ℤ, (U.gauge g).D N = U.D N + 2 * m) ↔
      (g 0 0)⁻¹ * g (L : ZMod (2 * L)) 0 = (g 0 N)⁻¹ * g (L : ZMod (2 * L)) N := by
  have hD : ∀ V : Links (2 * L), π * V.D N = V.row 0 / 2 - V.row N / 2 - V.flux N / 2 := by
    intro V
    have hp := Real.pi_ne_zero
    unfold Links.D
    field_simp
  have hF : (U.gauge g).flux N = U.flux N := by
    simp only [Links.flux, plaq_gauge]
  have key : ∀ s t a b f : Circle, s * a / (t * b) / f = s / t * (a / b / f) := by
    intro s t a b f
    rw [mul_div_mul_comm, mul_div_assoc]
  -- the sign `exp(iπD)` picks up the ratio of the boundary factors
  have law : Circle.exp (π * (U.gauge g).D N)
      = ((g 0 0)⁻¹ * g (L : ZMod (2 * L)) 0) / ((g 0 N)⁻¹ * g (L : ZMod (2 * L)) N)
        * Circle.exp (π * U.D N) := by
    rw [hD, hD, hF]
    simp only [Circle.exp_sub]
    rw [exp_half_row_gauge U g 0 hU0 hg0, exp_half_row_gauge U g N hUN hgN]
    exact key _ _ _ _ _
  constructor
  · rintro ⟨m, hm⟩
    have h : Circle.exp (π * (U.gauge g).D N) = Circle.exp (π * U.D N) :=
      Circle.exp_eq_exp.2 ⟨m, by rw [hm]; ring⟩
    exact div_eq_one.1 (mul_right_cancel ((law.symm.trans h).trans (one_mul _).symm))
  · intro h
    rw [h, div_self', one_mul] at law
    obtain ⟨m, hm⟩ := Circle.exp_eq_exp.1 law
    exact ⟨m, mul_left_cancel₀ Real.pi_ne_zero (by linear_combination hm)⟩
```

The left side says that $D'$ and $D$ differ by an even integer, and the right side is $s_0=s_N$. `hF` records that the flux is unchanged as a real number, and `law` is the transformation rule for $e^{i\pi D}$. Each direction then follows by cancelling $e^{i\pi D}$ or by comparing exponents.

```lean
/-- For mirror-symmetric boundary rows, `D` modulo 2 is unchanged by every mirror gauge
that takes equal values at the two fixed sites `0` and `L` of each boundary row. -/
theorem z2_gauge_invariant {L : ℕ} [NeZero L] (U : Links (2 * L))
    (g : ZMod (2 * L) → ℕ → Circle) (N : ℕ) (hU0 : U.Mirror 0) (hUN : U.Mirror N)
    (hg0 : MirrorGauge g 0) (hgN : MirrorGauge g N)
    (h0 : g 0 0 = g (L : ZMod (2 * L)) 0) (hN : g 0 N = g (L : ZMod (2 * L)) N) :
    ∃ a b : ℤ, U.D N = a ∧ (U.gauge g).D N = b ∧ a ≡ b [ZMOD 2] := by
  obtain ⟨a, ha⟩ := D_integer U N
  obtain ⟨b, hb⟩ := D_integer (U.gauge g) N
  obtain ⟨m, hm⟩ := (parity_iff U g N hU0 hUN hg0 hgN).2
    (by rw [h0, hN, inv_mul_cancel, inv_mul_cancel])
  refine ⟨a, b, ha, hb, ?_⟩
  rw [ha, hb] at hm
  have hm' : b = a + 2 * m := by exact_mod_cast hm
  unfold Int.ModEq
  omega
```

For mirror-symmetric boundary rows and a mirror gauge with equal values at sites $0$ and $L$ of each, both values of `D` are integers `a` and `b`, congruent modulo 2. Away from the boundary rows the gauge is arbitrary. The theorem concerns one fixed mesh; whether the parity equals the continuum $\mathbb Z_2$ index is a separate question, which depends on the mesh being fine enough.

## The sign flip for every mesh

```lean
/-- The gauge equal to `-1` at the single site `(L, 0)` and to `1` elsewhere. -/
def cornerFlip (L : ℕ) (x : ZMod (2 * L)) (y : ℕ) : Circle :=
  if x = (L : ZMod (2 * L)) ∧ y = 0 then Circle.exp π else 1

/-- For `N > 0` and mirror-symmetric boundary rows, the gauge `cornerFlip` obeys the mirror rule on
every row, yet it does not change `D` by an even integer. -/
theorem cornerFlip_changes_parity {L : ℕ} [NeZero L] (U : Links (2 * L)) (N : ℕ)
    (hN : 0 < N) (hU0 : U.Mirror 0) (hUN : U.Mirror N) :
    (∀ y, MirrorGauge (cornerFlip L) y) ∧
      ¬ ∃ m : ℤ, (U.gauge (cornerFlip L)).D N = U.D N + 2 * m := by
  have hL : 0 < L := Nat.pos_of_ne_zero (NeZero.ne L)
  have e : -(L : ZMod (2 * L)) = L := by
    have e0 : ((L + L : ℕ) : ZMod (2 * L)) = 0 := by
      rw [← two_mul]
      exact ZMod.natCast_self _
    rw [Nat.cast_add] at e0
    linear_combination -e0
  have hmir : ∀ y, MirrorGauge (cornerFlip L) y := by
    intro y x
    have hx : -x = (L : ZMod (2 * L)) ↔ x = (L : ZMod (2 * L)) := by
      rw [neg_eq_iff_eq_neg, e]
    have hE : (Circle.exp π)⁻¹ = Circle.exp π := by
      rw [← Circle.exp_neg]
      exact Circle.exp_eq_exp.2 ⟨-1, by push_cast; ring⟩
    simp only [cornerFlip, hx]
    split_ifs
    · exact hE.symm
    · exact inv_one.symm
  refine ⟨hmir, fun hpar => ?_⟩
  have h := (parity_iff U (cornerFlip L) N hU0 hUN (hmir 0) (hmir N)).1 hpar
  have hne : (L : ZMod (2 * L)) ≠ 0 := by
    intro hz
    have hv := ZMod.val_natCast_of_lt (show L < 2 * L by omega)
    rw [hz, ZMod.val_zero] at hv
    omega
  have g0 : cornerFlip L 0 0 = 1 := if_neg (fun q => hne q.1.symm)
  have gL : cornerFlip L (L : ZMod (2 * L)) 0 = Circle.exp π := if_pos ⟨rfl, rfl⟩
  have gN : ∀ x, cornerFlip L x N = 1 := fun x => if_neg (fun q => hN.ne' q.2)
  rw [g0, gL, gN, gN, inv_one, one_mul, one_mul] at h
  -- a phase of π is not a multiple of 2π
  obtain ⟨m, hm⟩ := Circle.exp_eq_exp.1 (h.trans Circle.exp_zero.symm)
  have h2 : (2 * m : ℝ) = 1 :=
    mul_left_cancel₀ Real.pi_ne_zero (by linear_combination -hm)
  have h3 : 2 * m = 1 := by exact_mod_cast h2
  omega

end

end LatticeZ2
```

The sign flip of the worked example changes the parity for every $L\ge1$, every $N>0$ and all links with mirror-symmetric boundary rows. The proof checks the mirror rule using $-L=L$ in `ZMod (2 * L)`. If the parity were preserved, `parity_iff` would give $e^{i\pi}=1$, and hence an integer $m$ with $2m=1$. The condition $N>0$ keeps the two boundary rows distinct; for $N=0$ they coincide and $D$ is always zero.

```lean
#print axioms LatticeZ2.z2_gauge_invariant
#print axioms LatticeZ2.cornerFlip_changes_parity
```

```
'LatticeZ2.z2_gauge_invariant' depends on axioms: [propext, Classical.choice, Quot.sound]
'LatticeZ2.cornerFlip_changes_parity' depends on axioms: [propext, Classical.choice, Quot.sound]
```
